# Flux through a non-interacting tight-binding ring shifts its Bloch momenta

The flux through a ring fixes only the total phase collected on one circuit, so a Hamiltonian must also say how that phase is divided among the bonds. Here a flux $t$, measured so that one flux quantum is $2\pi$, is spread evenly: each of the $L$ bonds carries $t/L$. The Hamiltonian is then translation invariant at every $t$, and plane waves remain available.

## The ring and its Bloch matrices

Cells are labelled by $x$ modulo $L$, with $L\ge 1$. Each cell has finitely many internal states, so $\psi(x)$ is a complex vector. With on-site matrix $V$ and hopping matrix $T$,
$$(H(t)\psi)(x)=V\psi(x)+e^{-it/L}T\psi(x-1)+e^{it/L}T^\dagger\psi(x+1).$$

Define the Bloch matrix and the allowed momenta, for integer $m$, by
$$B(q)=V+e^{-iq}T+e^{iq}T^\dagger,\qquad q_m(t)=\frac{2\pi m+t}{L}.$$

The eigenvalues of $H(t)$ are exactly those of the matrices $B(q_m(t))$. Labels that differ by $L$ give the same matrix.

The internal index can be the position across a Hofstadter cylinder of finite width. The substitution $\chi(x)=e^{itx/L}\psi(x)$, with $x$ now an ordinary integer, removes the bond phases and leaves the twisted boundary condition $\chi(x+L)=e^{it}\chi(x)$. In simulations of non-interacting electrons on such a ring, imposing this condition therefore samples the shifted momentum grid $q_m(t)$.

## Why no other eigenvalues occur

Take the plane wave $\psi_m(x)=e^{2\pi imx/L}u$; for a unit vector $u$, the normalised state is $\psi_m/\sqrt L$. A step to $x\mp1$ contributes $e^{\mp2\pi im/L}$, which combines with the bond phase:
$$e^{\mp it/L}e^{\mp2\pi im/L}=e^{\mp iq_m(t)}.$$
Hence $(H(t)\psi_m)(x)=e^{2\pi imx/L}B(q_m(t))u$. If $B(q_m(t))u=Eu$ with $u\neq0$, then $\psi_m$ is an eigenvector of $H(t)$ with eigenvalue $E$.

Conversely, let $\hat\psi(m)=\sum_x e^{-2\pi imx/L}\psi(x)$. Relabelling the sum gives
$$\sum_x e^{-2\pi imx/L}\psi(x\mp1)=e^{\mp2\pi im/L}\hat\psi(m),$$
so $\widehat{H(t)\psi}(m)=B(q_m(t))\hat\psi(m)$. If $H(t)\psi=E\psi$ and $\psi\ne0$, some $\hat\psi(m)$ is non-zero, because the Fourier transform is invertible. That component satisfies $B(q_m(t))\hat\psi(m)=E\hat\psi(m)$.

## One flux quantum as a gauge transformation

Let $(G\psi)(x)=e^{2\pi ix/L}\psi(x)$. The factor is single-valued on the ring and has modulus one, so $G$ is unitary. In $G^{-1}H(t)G$ the hopping terms acquire $e^{\mp2\pi i/L}$, and therefore
$$H(t+2\pi)=G^{-1}H(t)G.$$
Also $q_m(t+2\pi)=q_{m+1}(t)$ and $G\psi_m=\psi_{m+1}$, with the same $u$.

This return of the Hamiltonian up to a gauge transformation is an ingredient of Laughlin's pumping argument. Pumped charge and quantised Hall conductance require further input about filled states and are not treated here.

## A ring of one cell

For $L=1$ both neighbours of the cell are the cell itself, and $H(t)=V+e^{-it}T+e^{it}T^\dagger=B(t)$. Here $G$ is the identity, and $H(t+2\pi)=H(t)$ directly.

## Reading the Lean statement

States have type `ZMod L → n → ℂ`, where `n` is the finite internal index, and `NeZero L` encodes $L\ge1$. The objects $H(t)$, $B(q)$, $q_m(t)$, $\psi_m$ and $G$ are `ringH`, `bloch`, `momentum`, `planeWave` and `fluxGauge`; `ZMod.stdAddChar` supplies $e^{2\pi ix/L}$.

`ringH_eigenvalue_iff` compares sets of eigenvalues, without multiplicities. `V` need not be Hermitian, so `E` ranges over the complex numbers. For an ordinary Hamiltonian $V=V^\dagger$; then $H(t)$ is Hermitian and its eigenvalues are real. Hopping reaches adjacent cells only.

```lean
import Mathlib

open Matrix

namespace LaughlinFluxRing

noncomputable section

variable {n : Type*} [Fintype n]

/-- The Hamiltonian of a ring of `L ≥ 1` cells with on-site matrix `V`, hopping matrix `T`
and flux `t` spread evenly over the bonds. -/
def ringH (L : ℕ) (V T : Matrix n n ℂ) (t : ℝ) :
    (ZMod L → n → ℂ) →ₗ[ℂ] (ZMod L → n → ℂ) where
  toFun ψ := fun x => V *ᵥ ψ x
    + Complex.exp (-(Complex.I * ((t / L : ℝ) : ℂ))) • (T *ᵥ ψ (x - 1))
    + Complex.exp (Complex.I * ((t / L : ℝ) : ℂ)) • (Tᴴ *ᵥ ψ (x + 1))
  map_add' φ ψ := by
    funext x
    simp only [Pi.add_apply, Matrix.mulVec_add, smul_add]
    abel
  map_smul' c ψ := by
    funext x
    simp only [Pi.smul_apply, Matrix.mulVec_smul, RingHom.id_apply, smul_add]
    module

/-- The Bloch matrix `V + e^{-iq} T + e^{iq} T†` at momentum `q`. -/
def bloch (V T : Matrix n n ℂ) (q : ℝ) : Matrix n n ℂ :=
  V + Complex.exp (-(Complex.I * (q : ℂ))) • T + Complex.exp (Complex.I * (q : ℂ)) • Tᴴ

/-- The momentum `(2πm + t)/L` with label `m` on a ring of `L ≥ 1` cells with flux `t`. -/
def momentum (L : ℕ) (t : ℝ) (m : ℤ) : ℝ := (2 * Real.pi * m + t) / L

/-- The plane wave `e^{2πimx/L} u` with label `m` and internal state `u`. -/
def planeWave (L : ℕ) [NeZero L] (m : ℤ) (u : n → ℂ) : ZMod L → n → ℂ :=
  fun x => ZMod.stdAddChar ((m : ZMod L) * x) • u

/-- The large gauge transformation, which multiplies the amplitude in cell `x` by
`e^{2πix/L}`. -/
def fluxGauge (L : ℕ) [NeZero L] : (ZMod L → n → ℂ) ≃ₗ[ℂ] (ZMod L → n → ℂ) where
  toFun ψ := fun x => ZMod.stdAddChar x • ψ x
  invFun ψ := fun x => ZMod.stdAddChar (-x) • ψ x
  map_add' φ ψ := by
    funext x
    simp only [Pi.add_apply, smul_add]
  map_smul' c ψ := by
    funext x
    simp only [Pi.smul_apply, RingHom.id_apply]
    module
  left_inv ψ := by
    funext x
    simp only [smul_smul, ← AddChar.map_add_eq_mul, neg_add_cancel,
      AddChar.map_zero_eq_one, one_smul]
  right_inv ψ := by
    funext x
    simp only [smul_smul, ← AddChar.map_add_eq_mul, add_neg_cancel,
      AddChar.map_zero_eq_one, one_smul]

/-- The flux phase of one bond times the plane-wave phase of one step is the Bloch phase at
the shifted momentum, for steps in either direction. -/
theorem bond_phase (L : ℕ) [NeZero L] (t : ℝ) (m : ℤ) :
    Complex.exp (Complex.I * (momentum L t m : ℂ))
        = Complex.exp (Complex.I * ((t / L : ℝ) : ℂ)) * ZMod.stdAddChar (m : ZMod L) ∧
    Complex.exp (-(Complex.I * (momentum L t m : ℂ)))
        = Complex.exp (-(Complex.I * ((t / L : ℝ) : ℂ)))
          * ZMod.stdAddChar (-(m : ZMod L)) := by
  constructor
  · rw [ZMod.stdAddChar_coe, ← Complex.exp_add]
    congr 1
    unfold momentum
    push_cast
    ring
  · rw [← Int.cast_neg, ZMod.stdAddChar_coe, ← Complex.exp_add]
    congr 1
    unfold momentum
    push_cast
    ring

/-- On a plane wave the ring Hamiltonian acts through the Bloch matrix at the shifted
momentum. -/
theorem ringH_planeWave (L : ℕ) [NeZero L] (V T : Matrix n n ℂ) (t : ℝ) (m : ℤ)
    (u : n → ℂ) :
    ringH L V T t (planeWave L m u)
      = planeWave L m (bloch V T (momentum L t m) *ᵥ u) := by
  funext x
  have h1 : ZMod.stdAddChar ((m : ZMod L) * (x - 1))
      = ZMod.stdAddChar ((m : ZMod L) * x) * ZMod.stdAddChar (-(m : ZMod L)) := by
    rw [← AddChar.map_add_eq_mul,
      show (m : ZMod L) * x + -(m : ZMod L) = (m : ZMod L) * (x - 1) by ring]
  have h2 : ZMod.stdAddChar ((m : ZMod L) * (x + 1))
      = ZMod.stdAddChar ((m : ZMod L) * x) * ZMod.stdAddChar (m : ZMod L) := by
    rw [← AddChar.map_add_eq_mul,
      show (m : ZMod L) * x + (m : ZMod L) = (m : ZMod L) * (x + 1) by ring]
  simp only [ringH, LinearMap.coe_mk, AddHom.coe_mk, planeWave, bloch, h1, h2,
    (bond_phase L t m).1, (bond_phase L t m).2, Matrix.mulVec_smul, Matrix.add_mulVec,
    Matrix.smul_mulVec]
  module

/-- The discrete Fourier transform block-diagonalises the ring Hamiltonian: the component
with label `m` is multiplied by the Bloch matrix at `(2πm + t)/L`. -/
theorem dft_ringH (L : ℕ) [NeZero L] (V T : Matrix n n ℂ) (t : ℝ) (m : ℤ)
    (ψ : ZMod L → n → ℂ) :
    ZMod.dft (ringH L V T t ψ) (m : ZMod L)
      = bloch V T (momentum L t m) *ᵥ ZMod.dft ψ (m : ZMod L) := by
  rw [ZMod.dft_apply, ZMod.dft_apply]
  -- constant matrices and phases leave the Fourier sum
  have hA (c : ℂ) (A : Matrix n n ℂ) (f : ZMod L → n → ℂ) :
      ∑ x, ZMod.stdAddChar (-(x * (m : ZMod L))) • c • (A *ᵥ f x)
        = c • (A *ᵥ ∑ x, ZMod.stdAddChar (-(x * (m : ZMod L))) • f x) := by
    rw [← Matrix.mulVecLin_apply, map_sum, Finset.smul_sum]
    refine Finset.sum_congr rfl fun x _ => ?_
    rw [map_smul, Matrix.mulVecLin_apply, smul_comm]
  have hV := hA 1 V ψ
  simp only [one_smul] at hV
  -- a translation by one cell becomes a phase
  have s1 : ∑ x, ZMod.stdAddChar (-(x * (m : ZMod L))) • ψ (x - 1)
      = ZMod.stdAddChar (-(m : ZMod L))
        • ∑ x, ZMod.stdAddChar (-(x * (m : ZMod L))) • ψ x := by
    rw [Finset.smul_sum]
    refine Fintype.sum_equiv (Equiv.subRight 1) _ _ fun x => ?_
    rw [Equiv.subRight_apply, smul_smul, ← AddChar.map_add_eq_mul,
      show -(m : ZMod L) + -((x - 1) * (m : ZMod L)) = -(x * (m : ZMod L)) by ring]
  have s2 : ∑ x, ZMod.stdAddChar (-(x * (m : ZMod L))) • ψ (x + 1)
      = ZMod.stdAddChar (m : ZMod L)
        • ∑ x, ZMod.stdAddChar (-(x * (m : ZMod L))) • ψ x := by
    rw [Finset.smul_sum]
    refine Fintype.sum_equiv (Equiv.addRight 1) _ _ fun x => ?_
    rw [Equiv.coe_addRight, smul_smul, ← AddChar.map_add_eq_mul,
      show (m : ZMod L) + -((x + 1) * (m : ZMod L)) = -(x * (m : ZMod L)) by ring]
  simp only [ringH, LinearMap.coe_mk, AddHom.coe_mk, smul_add, Finset.sum_add_distrib]
  rw [hV, hA _ T (fun x => ψ (x - 1)), hA _ Tᴴ (fun x => ψ (x + 1)), s1, s2]
  simp only [bloch, (bond_phase L t m).1, (bond_phase L t m).2, Matrix.mulVec_smul,
    Matrix.add_mulVec, Matrix.smul_mulVec]
  module

/-- The eigenvalues of the ring with flux `t` are exactly those of the Bloch matrices at the
momenta `(2πm + t)/L`, with `m` an integer. -/
theorem ringH_eigenvalue_iff (L : ℕ) [NeZero L] (V T : Matrix n n ℂ) (t : ℝ) (E : ℂ) :
    Module.End.HasEigenvalue (ringH L V T t) E ↔
      ∃ m : ℤ, Module.End.HasEigenvalue (bloch V T (momentum L t m)).mulVecLin E := by
  constructor
  · -- some Fourier component of an eigenvector is non-zero
    intro h
    obtain ⟨ψ, hψ⟩ := h.exists_hasEigenvector
    have hne : ZMod.dft ψ ≠ 0 := fun h0 => hψ.2 ((LinearEquiv.map_eq_zero_iff _).1 h0)
    obtain ⟨k, hk⟩ := Function.ne_iff.1 hne
    obtain ⟨m, rfl⟩ := ZMod.intCast_surjective k
    refine ⟨m, Module.End.hasEigenvalue_of_hasEigenvector
      (x := ZMod.dft ψ (m : ZMod L)) ⟨Module.End.mem_eigenspace_iff.2 ?_, hk⟩⟩
    rw [Matrix.mulVecLin_apply, ← dft_ringH, hψ.apply_eq_smul, map_smul, Pi.smul_apply]
  · -- a Bloch eigenvector gives a plane wave on the ring
    rintro ⟨m, h⟩
    obtain ⟨u, hu⟩ := h.exists_hasEigenvector
    have hb := hu.apply_eq_smul
    rw [Matrix.mulVecLin_apply] at hb
    refine Module.End.hasEigenvalue_of_hasEigenvector
      (x := planeWave L m u) ⟨Module.End.mem_eigenspace_iff.2 ?_, fun h0 => hu.2 ?_⟩
    · rw [ringH_planeWave, hb]
      funext x
      simp only [planeWave, Pi.smul_apply]
      exact smul_comm _ _ _
    · have h1 := congrFun h0 0
      simpa only [planeWave, mul_zero, AddChar.map_zero_eq_one, one_smul,
        Pi.zero_apply] using h1

/-- The large gauge transformation preserves all inner products of states on the ring. -/
theorem fluxGauge_inner (L : ℕ) [NeZero L] (φ ψ : ZMod L → n → ℂ) :
    ∑ x, star (fluxGauge L φ x) ⬝ᵥ fluxGauge L ψ x = ∑ x, star (φ x) ⬝ᵥ ψ x := by
  refine Finset.sum_congr rfl fun x _ => ?_
  have h : star (ZMod.stdAddChar x) * ZMod.stdAddChar x = (1 : ℂ) := by
    rw [Complex.star_def, Complex.conj_mul', AddChar.norm_apply]
    norm_num
  change star (ZMod.stdAddChar x • φ x) ⬝ᵥ (ZMod.stdAddChar x • ψ x) = _
  rw [star_smul, smul_dotProduct, dotProduct_smul, smul_smul, h, one_smul]

/-- Adding one flux quantum `2π` conjugates the ring Hamiltonian by the large gauge
transformation. -/
theorem ringH_add_flux_quantum (L : ℕ) [NeZero L] (V T : Matrix n n ℂ) (t : ℝ)
    (ψ : ZMod L → n → ℂ) :
    ringH L V T (t + 2 * Real.pi) ψ
      = (fluxGauge L).symm (ringH L V T t (fluxGauge L ψ)) := by
  rw [LinearEquiv.eq_symm_apply]
  funext x
  have hq : (t + 2 * Real.pi) / L = momentum L t 1 := by
    unfold momentum
    push_cast
    ring
  have h1 : ZMod.stdAddChar (x - 1)
      = ZMod.stdAddChar x * ZMod.stdAddChar (-1 : ZMod L) := by
    rw [← AddChar.map_add_eq_mul, sub_eq_add_neg]
  have h2 : ZMod.stdAddChar (x + 1)
      = ZMod.stdAddChar x * ZMod.stdAddChar (1 : ZMod L) :=
    AddChar.map_add_eq_mul _ _ _
  change ZMod.stdAddChar x • (ringH L V T (t + 2 * Real.pi) ψ x)
    = ringH L V T t (fun y => ZMod.stdAddChar y • ψ y) x
  simp only [ringH, LinearMap.coe_mk, AddHom.coe_mk, hq, (bond_phase L t 1).1,
    (bond_phase L t 1).2, Int.cast_one, h1, h2, Matrix.mulVec_smul]
  module

omit [Fintype n] in
/-- One flux quantum moves each allowed momentum to the next one, and the large gauge
transformation raises the label of a plane wave by one. -/
theorem flux_quantum_shifts_momentum (L : ℕ) [NeZero L] (t : ℝ) (m : ℤ) (u : n → ℂ) :
    momentum L (t + 2 * Real.pi) m = momentum L t (m + 1) ∧
      fluxGauge L (planeWave L m u) = planeWave L (m + 1) u := by
  constructor
  · unfold momentum
    push_cast
    ring
  · funext x
    change ZMod.stdAddChar x • (ZMod.stdAddChar ((m : ZMod L) * x) • u)
      = ZMod.stdAddChar (((m + 1 : ℤ) : ZMod L) * x) • u
    rw [smul_smul, ← AddChar.map_add_eq_mul, Int.cast_add, Int.cast_one,
      show x + (m : ZMod L) * x = ((m : ZMod L) + 1) * x by ring]

end

end LaughlinFluxRing
```

```lean
#print axioms LaughlinFluxRing.ringH_planeWave
#print axioms LaughlinFluxRing.ringH_eigenvalue_iff
#print axioms LaughlinFluxRing.ringH_add_flux_quantum
#print axioms LaughlinFluxRing.flux_quantum_shifts_momentum
```

```
'LaughlinFluxRing.ringH_planeWave' depends on axioms: [propext, Classical.choice, Quot.sound]
'LaughlinFluxRing.ringH_eigenvalue_iff' depends on axioms: [propext, Classical.choice, Quot.sound]
'LaughlinFluxRing.ringH_add_flux_quantum' depends on axioms: [propext, Classical.choice, Quot.sound]
'LaughlinFluxRing.flux_quantum_shifts_momentum' depends on axioms: [propext, Classical.choice, Quot.sound]
```

## Phases, Fourier sums and the gauge step

`bond_phase` combines the two phases, and `ringH_planeWave` uses it to obtain the Bloch matrix. In `dft_ringH`, `hA` takes constant matrices out of the Fourier sum, while `s1` and `s2` relabel the translated sums.

The forward half of `ringH_eigenvalue_iff` picks a non-zero Fourier component and an integer label for it. The reverse half builds a plane wave and evaluates it at cell 0 to show that it is non-zero.

`fluxGauge_inner` proves that $G$ preserves inner products; `fluxGauge` already carries its inverse. `ringH_add_flux_quantum` moves $G^{-1}$ to the other side and applies `bond_phase` with $m=1$, since $(t+2\pi)/L=q_1(t)$. Finally, `flux_quantum_shifts_momentum` checks the momentum shift by algebra and the new plane-wave label by adding exponents.
